# The density matrix P(t) = exp(tX) P exp(−tX) changes at the rate [X, P(t)]

A density matrix P is carried along the path P(t) = exp(tX) P exp(−tX), and the theorem says that at every real t each entry of P(t) has as its derivative the same entry of the commutator X P(t) − P(t) X. The matrices are real and square with a finite index set, and are otherwise arbitrary: X need not be antisymmetric, so the exponentials need not be orthogonal, and P need not be symmetric or idempotent. The attempt differentiates the two exponentials, joins them by the product rule, and uses `convert` to match the result with the commutator form. It then passes from the matrix to a single entry by a continuous linear map.

The failing Lean file:

```lean
import Mathlib

open Matrix
open scoped Matrix.Norms.Operator

namespace HasDerivAtRotate

noncomputable section

variable {n : Type*} [Fintype n]

/-- The density matrix `exp(X) P exp(-X)` obtained from `P` with the generator `X`. -/
def rotate [DecidableEq n] (X P : Matrix n n ℝ) : Matrix n n ℝ :=
  NormedSpace.exp X * P * NormedSpace.exp (-X)

variable [DecidableEq n]

/-- The rotated density `P(t) = exp(tX) P exp(-tX)` obeys `P'(t) = X P(t) - P(t) X`,
entry by entry. -/
theorem hasDerivAt_rotate (X P : Matrix n n ℝ) (t : ℝ) (i j : n) :
    HasDerivAt (fun u : ℝ => rotate (u • X) P i j)
      ((X * rotate (t • X) P - rotate (t • X) P * X) i j) t := by
  have h1 := hasDerivAt_exp_smul_const' X t
  have h2 := hasDerivAt_exp_smul_const (-X) t
  have h3 : HasDerivAt (fun u : ℝ => rotate (u • X) P)
      (X * rotate (t • X) P - rotate (t • X) P * X) t := by
    convert (h1.mul_const P).mul h2 using 1
    · rfl
    · rfl
    · funext u
      change rotate (u • X) P = NormedSpace.exp (u • X) * P * NormedSpace.exp (u • -X)
      rw [rotate, smul_neg]
    · change X * rotate (t • X) P - rotate (t • X) P * X =
        X * NormedSpace.exp (t • X) * P * NormedSpace.exp (t • -X) +
          NormedSpace.exp (t • X) * P * (NormedSpace.exp (t • -X) * -X)
      simp only [rotate, smul_neg, Matrix.mul_neg, Matrix.mul_assoc, sub_eq_add_neg]
  exact (LinearMap.toContinuousLinearMap
    (Matrix.entryLinearMap ℝ ℝ i j)).hasFDerivAt.comp_hasDerivAt t h3

end

end HasDerivAtRotate
```

Lean reports:

```
Main.lean:30:6: error: Tactic `apply` failed: could not unify the conclusion of `@funext`
  ?f = ?g
with the goal
  instTopologicalSpaceMatrix = PseudoMetricSpace.toUniformSpace.toTopologicalSpace

Note: The full type of `@funext` is
  ∀ {α : Sort ?u.83} {β : α → Sort ?u.82} {f g : (x : α) → β x}, (∀ (x : α), f x = g x) → f = g

case e'_6
n : Type u_1
inst✝¹ : Fintype n
inst✝ : DecidableEq n
X P : Matrix n n ℝ
t : ℝ
i j : n
h1 : HasDerivAt (fun u => NormedSpace.exp (u • X)) (X * NormedSpace.exp (t • X)) t
h2 : HasDerivAt (fun u => NormedSpace.exp (u • -X)) (NormedSpace.exp (t • -X) * -X) t
⊢ instTopologicalSpaceMatrix = PseudoMetricSpace.toUniformSpace.toTopologicalSpace
Main.lean:33:6: error: 'change' tactic failed, pattern
  X * rotate (t • X) P - rotate (t • X) P * X =
    X * NormedSpace.exp (t • X) * P * NormedSpace.exp (t • -X) +
      NormedSpace.exp (t • X) * P * (NormedSpace.exp (t • -X) * -X)
is not definitionally equal to target
  (fun u => rotate (u • X) P) = (fun y => NormedSpace.exp (y • X) * P) * fun u => NormedSpace.exp (u • -X)
Main.lean:26:57: error: unsolved goals
case e'_9
n : Type u_1
inst✝¹ : Fintype n
inst✝ : DecidableEq n
X P : Matrix n n ℝ
t : ℝ
i j : n
h1 : HasDerivAt (fun u => NormedSpace.exp (u • X)) (X * NormedSpace.exp (t • X)) t
h2 : HasDerivAt (fun u => NormedSpace.exp (u • -X)) (NormedSpace.exp (t • -X) * -X) t
⊢ X * rotate (t • X) P - rotate (t • X) P * X =
    X * NormedSpace.exp (t • X) * P * NormedSpace.exp (t • -X) +
      NormedSpace.exp (t • X) * P * (NormedSpace.exp (t • -X) * -X)
```

Cause. The proof is one bullet short. `convert ... using 1` leaves five goals, and the attempt has bullets for four. The first two are closed by `rfl`. The third asks that two topologies be equal, `instTopologicalSpaceMatrix` and the one derived from a `PseudoMetricSpace` structure. The attempt has no bullet for it, so every later bullet lands one goal too early.

The first message is `funext u` meeting this equation between topologies, which `funext` can't unify with an equation between functions. The second is the `change` meant for the derivatives, which has been given the equation between the functions instead. The third reports the equation between the derivatives as unsolved, since no bullet is left for it.

The repair adds a third `· rfl`. The two topologies are equal by definition, so `rfl` closes that goal, and the two remaining bullets then meet the goals they were written for and work unchanged.

The repair, with which the file compiles:

```diff
@@ -28,4 +28,5 @@
     · rfl
     · rfl
+    · rfl
     · funext u
       change rotate (u • X) P = NormedSpace.exp (u • X) * P * NormedSpace.exp (u • -X)
```
